# Exactly one two-component energy above the lower block, for a fixed upper component whose mean energy lies above it

## Blocks, components and the energy equation

Split a one-electron Dirac Hamiltonian into upper and lower components:

$$H=\begin{pmatrix}A&B\\B^\dagger&D\end{pmatrix},\qquad H\begin{pmatrix}u\\y\end{pmatrix}=E\begin{pmatrix}u\\y\end{pmatrix}.$$

With the rest energy subtracted, $A=V$, $B=c\,\sigma\cdot p$ and $D=V-2m_ec^2$, where $V$ is the potential energy, $c$ the speed of light, $m_e$ the electron mass, $\sigma$ the vector of Pauli matrices and $p$ the momentum operator. The inner product $\langle x,y\rangle$ is conjugate-linear in $x$, and $\|y\|^2=\langle y,y\rangle$.

The second row gives $y=(E-D)^{-1}B^\dagger u$. Eliminating $y$ leaves a Hamiltonian for $u$ that contains the unknown energy. For a fixed unit vector $u$, its expectation value gives the scalar equation $f(E)=0$, with

$$f(E)=\langle u,(A+B(E-D)^{-1}B^\dagger)u\rangle-E.$$

How many solutions does it have above the lower block?

## One solution above the bound $d$

Let $A,D$ be Hermitian matrices, $\langle y,Dy\rangle\le d\|y\|^2$ for all $y$, and $\langle u,Au\rangle>d$. Then $f$ is strictly decreasing on $E>d$ and has exactly one zero there. The number $d$ is a ceiling for the lower-block energies; the last condition places the mean upper-block energy above it.

For one electron and finite matrices, the equation therefore assigns exactly one energy above $d$ to each such trial upper component. If $u$ also satisfies the full vector equation $(A+B(E-D)^{-1}B^\dagger)u=Eu$, this energy is an eigenvalue of $H$ with eigenvector $(u,y)$; for a general trial $u$ it need not be an eigenvalue.

## Completing the square in the lower component

Put $K=E-D$ with $E>d$. If $Kv=0$ with $v\ne0$, then $\langle v,Dv\rangle=E\|v\|^2>d\|v\|^2$, a contradiction. So $K$ is invertible; let $z=K^{-1}B^\dagger u$. Write $q(y)$ for the quadratic form of $H$ at $(u,y)$. Since $B^\dagger u=Kz$ and $K$ is Hermitian,

$$\begin{aligned}q(y)-E(1+\|y\|^2)&=\langle u,Au\rangle-E+\langle z,Ky\rangle+\langle y,Kz\rangle-\langle y,Ky\rangle\\&=f(E)-\langle y-z,K(y-z)\rangle,\end{aligned}$$

using $\langle z,Kz\rangle=\langle u,BK^{-1}B^\dagger u\rangle$. The subtracted term is at least $(E-d)\|y-z\|^2\ge0$, so

$$f(E)=\max_y\,[\,q(y)-E(1+\|y\|^2)\,].$$

For $E'\ge E$, inserting the maximiser $y'$ at $E'$ as a trial vector at $E$ gives

$$f(E)\ge f(E')+(E'-E)(1+\|y'\|^2)\ge f(E')+(E'-E).$$

Thus $f$ strictly decreases. As a maximum of affine functions it is convex, hence continuous on the open half-line.

Let $a=\langle u,Au\rangle$. Taking $y=0$ gives $f(a)\ge0$, and the slope bound gives $f(a+f(a))\le0$. A zero lies between these points, and strict decrease makes it unique. At the zero, $q(y)\le E(1+\|y\|^2)$ with equality at $y=z$, so $E$ is the largest Rayleigh quotient $q(y)/(1+\|y\|^2)$.

## Solving for the energy in a calculation

At a current $E>d$, one solves the linear system $(E-D)y=B^\dagger u$ and evaluates $f(E)$. Since $f'(E)=-(1+\|y\|^2)$, the Newton update is

$$E_{\text{new}}=E+\frac{f(E)}{1+\|y\|^2}=\frac{q(y)}{1+\|y\|^2},$$

the Rayleigh quotient of the vector just built. This update formula supplements the theorems below.

## The statement in Lean

The finite index types `m` and `n` label upper and lower basis functions; `m` is not a mass. `shifted` is $E-D$, `twoComp` the eliminated Hamiltonian, `mismatch` the real part defining $f$, `lower` the vector $z$, and `fullForm` the form $q$. The vector $(u,y)$ is unnormalised, hence the denominator $1+\|y\|^2$.

`existsUnique_energy` states the strict decrease on $E>d$ and that exactly one real `E` above `d` solves the complex equation. `energy_isGreatest` identifies any such solution as the largest value of $q(y)/(1+\|y\|^2)$ over all $y$. Orthonormal bases are implicit; the theorems concern finite matrices and do not cover the unbounded Dirac operator.

```lean
import Mathlib

open Matrix

namespace TwoComponentEnergy

noncomputable section

variable {m n : Type*} [Fintype m] [Fintype n] [DecidableEq n]

/-- The shifted lower block `E - D`. -/
def shifted (D : Matrix n n ℂ) (E : ℝ) : Matrix n n ℂ := (E : ℂ) • 1 - D

/-- The energy-dependent two-component Hamiltonian `A + B (E - D)⁻¹ B†`,
for `E` not an eigenvalue of `D`. -/
def twoComp (A : Matrix m m ℂ) (B : Matrix m n ℂ) (D : Matrix n n ℂ) (E : ℝ) :
    Matrix m m ℂ := A + B * (shifted D E)⁻¹ * Bᴴ

/-- The function `f(E) = Re ⟨u, (A + B (E - D)⁻¹ B†) u⟩ - E`,
for `E` not an eigenvalue of `D`. -/
def mismatch (A : Matrix m m ℂ) (B : Matrix m n ℂ) (D : Matrix n n ℂ) (u : m → ℂ)
    (E : ℝ) : ℝ := (star u ⬝ᵥ twoComp A B D E *ᵥ u).re - E

/-- The lower component `(E - D)⁻¹ B† u` belonging to the upper component `u`,
for `E` not an eigenvalue of `D`. -/
def lower (B : Matrix m n ℂ) (D : Matrix n n ℂ) (u : m → ℂ) (E : ℝ) : n → ℂ :=
  (shifted D E)⁻¹ *ᵥ (Bᴴ *ᵥ u)

/-- The quadratic form of the full Hamiltonian `[[A, B], [B†, D]]` at the vector `(u, y)`. -/
def fullForm (A : Matrix m m ℂ) (B : Matrix m n ℂ) (D : Matrix n n ℂ) (u : m → ℂ)
    (y : n → ℂ) : ℂ :=
  star (Sum.elim u y) ⬝ᵥ fromBlocks A B Bᴴ D *ᵥ Sum.elim u y

variable {A : Matrix m m ℂ} {B : Matrix m n ℂ} {D : Matrix n n ℂ} {u : m → ℂ} {d E : ℝ}

omit [DecidableEq n] in
/-- The full quadratic form is the sum of its four block contributions. -/
theorem fullForm_eq (y : n → ℂ) : fullForm A B D u y =
    star u ⬝ᵥ A *ᵥ u + star u ⬝ᵥ B *ᵥ y + star y ⬝ᵥ Bᴴ *ᵥ u + star y ⬝ᵥ D *ᵥ y := by
  simp only [fullForm, fromBlocks_mulVec, Sum.elim_comp_inl, Sum.elim_comp_inr, dotProduct,
    Fintype.sum_sum_type, Pi.star_apply, Sum.elim_inl, Sum.elim_inr, Pi.add_apply, mul_add,
    Finset.sum_add_distrib]
  ring

omit [DecidableEq n] in
private lemma adj (M : Matrix m n ℂ) (x : n → ℂ) (y : m → ℂ) :
    star (M *ᵥ x) ⬝ᵥ y = star x ⬝ᵥ Mᴴ *ᵥ y := by
  rw [Matrix.star_mulVec, Matrix.dotProduct_mulVec]

omit [DecidableEq n] in
private lemma norm_re (v : n → ℂ) : (star v ⬝ᵥ v).re = ∑ i, Complex.normSq (v i) := by
  simp [dotProduct, Complex.normSq_apply]

omit [DecidableEq n] in
private lemma norm_nonneg' (v : n → ℂ) : 0 ≤ (star v ⬝ᵥ v).re := by
  rw [norm_re]
  exact Finset.sum_nonneg fun i _ => Complex.normSq_nonneg _

private lemma shifted_form (y : n → ℂ) : star y ⬝ᵥ shifted D E *ᵥ y =
    (E : ℂ) * (star y ⬝ᵥ y) - star y ⬝ᵥ D *ᵥ y := by
  simp [shifted, Matrix.sub_mulVec, Matrix.smul_mulVec, dotProduct_sub, dotProduct_smul]

omit [Fintype n] in
private lemma shifted_herm (hD : D.IsHermitian) : (shifted D E)ᴴ = shifted D E := by
  simp [shifted, hD.eq]

/-- If `D` is bounded above by `d`, then `E - D` is nonsingular for every `E > d`. -/
theorem shifted_det_ne_zero (hd : ∀ y, (star y ⬝ᵥ D *ᵥ y).re ≤ d * (star y ⬝ᵥ y).re)
    (hE : d < E) : (shifted D E).det ≠ 0 := by
  intro h
  obtain ⟨v, hv, hv0⟩ := Matrix.exists_mulVec_eq_zero_iff.mpr h
  have hpos : 0 < (star v ⬝ᵥ v).re := by
    obtain ⟨i, hi⟩ := Function.ne_iff.mp hv
    rw [norm_re]
    exact Finset.sum_pos' (fun i _ => Complex.normSq_nonneg _)
      ⟨i, Finset.mem_univ i, Complex.normSq_pos.mpr hi⟩
  -- a null vector would have the expectation value `E > d` of `D`
  have h1 := congrArg Complex.re (shifted_form (D := D) (E := E) v)
  rw [hv0, dotProduct_zero, Complex.sub_re, Complex.re_ofReal_mul, Complex.zero_re] at h1
  nlinarith [hd v, mul_pos (sub_pos.mpr hE) hpos]

/-- Completing the square in the lower component `y`, for Hermitian `D` and nonsingular
`E - D`. -/
theorem complete_square (hD : D.IsHermitian) (hK : (shifted D E).det ≠ 0) (y : n → ℂ) :
    fullForm A B D u y - (E : ℂ) * (star u ⬝ᵥ u + star y ⬝ᵥ y) =
      star u ⬝ᵥ twoComp A B D E *ᵥ u - (E : ℂ) * (star u ⬝ᵥ u) -
      star (y - lower B D u E) ⬝ᵥ shifted D E *ᵥ (y - lower B D u E) := by
  have hz : shifted D E *ᵥ lower B D u E = Bᴴ *ᵥ u := by
    rw [lower, Matrix.mulVec_mulVec, Matrix.mul_nonsing_inv _ hK.isUnit, Matrix.one_mulVec]
  have h1 : star u ⬝ᵥ twoComp A B D E *ᵥ u =
      star u ⬝ᵥ A *ᵥ u + star u ⬝ᵥ B *ᵥ lower B D u E := by
    simp only [twoComp, lower, Matrix.add_mulVec, dotProduct_add, Matrix.mulVec_mulVec,
      Matrix.mul_assoc]
  have h2 : ∀ x, star (lower B D u E) ⬝ᵥ shifted D E *ᵥ x = star u ⬝ᵥ B *ᵥ x := by
    intro x
    have h := adj (shifted D E) (lower B D u E) x
    rw [hz, shifted_herm hD, adj, conjTranspose_conjTranspose] at h
    exact h.symm
  simp only [star_sub, sub_dotProduct, Matrix.mulVec_sub, dotProduct_sub]
  rw [fullForm_eq, h1, h2 y, h2 (lower B D u E), hz, shifted_form]
  ring

/-- For Hermitian `D ≤ d`, a unit vector `u` and `E > d`, `f(E)` is the maximum over `y` of
`Re ⟨(u,y), H (u,y)⟩ - E (1 + ⟨y,y⟩)`, attained at `y = (E - D)⁻¹ B† u`. -/
theorem mismatch_variational (hD : D.IsHermitian)
    (hd : ∀ y, (star y ⬝ᵥ D *ᵥ y).re ≤ d * (star y ⬝ᵥ y).re)
    (hu : star u ⬝ᵥ u = 1) (hE : d < E) :
    (∀ y, (fullForm A B D u y).re - E * (1 + (star y ⬝ᵥ y).re) ≤ mismatch A B D u E) ∧
    (fullForm A B D u (lower B D u E)).re -
      E * (1 + (star (lower B D u E) ⬝ᵥ lower B D u E).re) = mismatch A B D u E := by
  have key := fun y => congrArg Complex.re
    (complete_square (A := A) (B := B) (u := u) hD (shifted_det_ne_zero hd hE) y)
  simp only [Complex.sub_re, Complex.re_ofReal_mul, Complex.add_re, hu, Complex.one_re,
    mul_one, Complex.ofReal_re] at key
  constructor
  · intro y
    have h1 := congrArg Complex.re (shifted_form (D := D) (E := E) (y - lower B D u E))
    rw [Complex.sub_re, Complex.re_ofReal_mul] at h1
    have h2 := mul_nonneg (sub_pos.mpr hE).le (norm_nonneg' (y - lower B D u E))
    unfold mismatch
    linarith [key y, hd (y - lower B D u E)]
  · have h := key (lower B D u E)
    rw [sub_self, Matrix.mulVec_zero, dotProduct_zero, Complex.zero_re, sub_zero] at h
    exact h

/-- For Hermitian `D ≤ d` and a unit vector `u`, `f` falls at least as fast as `-E`
on `E > d`. -/
theorem mismatch_slope (hD : D.IsHermitian)
    (hd : ∀ y, (star y ⬝ᵥ D *ᵥ y).re ≤ d * (star y ⬝ᵥ y).re)
    (hu : star u ⬝ᵥ u = 1) (hE : d < E) {E' : ℝ} (h : E ≤ E') :
    mismatch A B D u E' + (E' - E) ≤ mismatch A B D u E := by
  -- use the optimal lower component at `E'` as a trial vector at `E`
  have h1 := (mismatch_variational (A := A) (B := B) hD hd hu (hE.trans_le h)).2
  have h2 := (mismatch_variational (A := A) (B := B) hD hd hu hE).1 (lower B D u E')
  have h3 := mul_nonneg (sub_nonneg.mpr h) (norm_nonneg' (lower B D u E'))
  linarith

/-- For Hermitian `D ≤ d` and a unit vector `u`, `f` is convex on `E > d`. -/
theorem mismatch_convex (hD : D.IsHermitian)
    (hd : ∀ y, (star y ⬝ᵥ D *ᵥ y).re ≤ d * (star y ⬝ᵥ y).re)
    (hu : star u ⬝ᵥ u = 1) : ConvexOn ℝ (Set.Ioi d) (mismatch A B D u) := by
  refine ⟨convex_Ioi d, ?_⟩
  intro E hE E' hE' s t hs ht hst
  have hF := convex_Ioi d hE hE' hs ht hst
  simp only [smul_eq_mul] at hF ⊢
  have h0 := (mismatch_variational (A := A) (B := B) hD hd hu hF).2
  have h1 := mul_le_mul_of_nonneg_left ((mismatch_variational (A := A) (B := B) hD hd hu hE).1
    (lower B D u (s * E + t * E'))) hs
  have h2 := mul_le_mul_of_nonneg_left ((mismatch_variational (A := A) (B := B) hD hd hu hE').1
    (lower B D u (s * E + t * E'))) ht
  rw [← h0]
  refine le_trans (le_of_eq ?_) (add_le_add h1 h2)
  linear_combination (-(fullForm A B D u (lower B D u (s * E + t * E'))).re) * hst

omit [DecidableEq n] in
private lemma im_zero {M : Matrix n n ℂ} (hM : M.IsHermitian) (v : n → ℂ) :
    (star v ⬝ᵥ M *ᵥ v).im = 0 := by
  have h := adj M v v
  rw [hM.eq, Matrix.star_dotProduct] at h
  exact Complex.conj_eq_iff_im.mp h

/-- Let `A`, `D` be Hermitian, `D ≤ d`, and `u` a unit vector with `⟨u, A u⟩ > d`. Then `f` is
strictly decreasing on `E > d`, and `⟨u, (A + B (E - D)⁻¹ B†) u⟩ = E` has exactly one
solution there. -/
theorem existsUnique_energy (hA : A.IsHermitian) (hD : D.IsHermitian)
    (hd : ∀ y, (star y ⬝ᵥ D *ᵥ y).re ≤ d * (star y ⬝ᵥ y).re)
    (hu : star u ⬝ᵥ u = 1) (hdu : d < (star u ⬝ᵥ A *ᵥ u).re) :
    StrictAntiOn (mismatch A B D u) (Set.Ioi d) ∧
    ∃! E : ℝ, d < E ∧ star u ⬝ᵥ twoComp A B D E *ᵥ u = (E : ℂ) := by
  have hanti : StrictAntiOn (mismatch A B D u) (Set.Ioi d) := by
    intro E hE E' _ hlt
    have := mismatch_slope (A := A) (B := B) hD hd hu hE hlt.le
    linarith
  refine ⟨hanti, ?_⟩
  -- `f ≥ 0` at `a = ⟨u, A u⟩`, and `f ≤ 0` at `a + f(a)`
  have h0 := (mismatch_variational (A := A) (B := B) hD hd hu hdu).1 0
  rw [fullForm_eq] at h0
  simp only [star_zero, Matrix.mulVec_zero, dotProduct_zero, zero_dotProduct, add_zero,
    Complex.zero_re, mul_one, sub_self] at h0
  have h1 := mismatch_slope (A := A) (B := B) hD hd hu hdu (le_add_of_nonneg_right h0)
  have hc := ((mismatch_convex (A := A) (B := B) hD hd hu).continuousOn isOpen_Ioi).mono
    (fun x hx => lt_of_lt_of_le hdu hx.1 : Set.Icc (star u ⬝ᵥ A *ᵥ u).re
      ((star u ⬝ᵥ A *ᵥ u).re + mismatch A B D u (star u ⬝ᵥ A *ᵥ u).re) ⊆ Set.Ioi d)
  obtain ⟨E, hE, hfE⟩ := intermediate_value_Icc' (le_add_of_nonneg_right h0) hc
    ⟨by linarith, h0⟩
  have hherm : (twoComp A B D E).IsHermitian := by
    unfold Matrix.IsHermitian twoComp
    rw [conjTranspose_add, conjTranspose_mul, conjTranspose_mul, conjTranspose_conjTranspose,
      conjTranspose_nonsing_inv, shifted_herm hD, hA.eq, Matrix.mul_assoc]
  refine ⟨E, ⟨lt_of_lt_of_le hdu hE.1, Complex.ext ?_ ?_⟩, ?_⟩
  · rw [Complex.ofReal_re]
    exact sub_eq_zero.mp hfE
  · rw [Complex.ofReal_im]
    exact im_zero hherm u
  · rintro E' ⟨hE', h'⟩
    refine hanti.injOn hE' (lt_of_lt_of_le hdu hE.1) ?_
    rw [hfE, mismatch, h', Complex.ofReal_re, sub_self]

/-- Let `D ≤ d` be Hermitian and `u` a unit vector. A solution `E > d` of
`⟨u, (A + B (E - D)⁻¹ B†) u⟩ = E` is the maximum over `y` of the real part of the Rayleigh
quotient of the full Hamiltonian at `(u, y)`. -/
theorem energy_isGreatest (hD : D.IsHermitian)
    (hd : ∀ y, (star y ⬝ᵥ D *ᵥ y).re ≤ d * (star y ⬝ᵥ y).re)
    (hu : star u ⬝ᵥ u = 1) (hE : d < E)
    (h : star u ⬝ᵥ twoComp A B D E *ᵥ u = (E : ℂ)) :
    IsGreatest (Set.range fun y : n → ℂ =>
      (fullForm A B D u y).re / (1 + (star y ⬝ᵥ y).re)) E := by
  have h0 : mismatch A B D u E = 0 := by rw [mismatch, h, Complex.ofReal_re, sub_self]
  obtain ⟨hle, heq⟩ := mismatch_variational (A := A) (B := B) hD hd hu hE
  have hpos : ∀ y : n → ℂ, 0 < 1 + (star y ⬝ᵥ y).re := fun y => by
    linarith [norm_nonneg' y]
  constructor
  · refine ⟨lower B D u E, ?_⟩
    change _ / _ = E
    rw [div_eq_iff (hpos _).ne']
    linarith
  · rintro _ ⟨y, rfl⟩
    change _ / _ ≤ E
    rw [div_le_iff₀ (hpos y)]
    linarith [hle y]

end

end TwoComponentEnergy
```

```lean
#print axioms TwoComponentEnergy.existsUnique_energy
#print axioms TwoComponentEnergy.energy_isGreatest
```

```
'TwoComponentEnergy.existsUnique_energy' depends on axioms: [propext, Classical.choice, Quot.sound]
'TwoComponentEnergy.energy_isGreatest' depends on axioms: [propext, Classical.choice, Quot.sound]
```

## From the block identity to the unique zero

`fullForm_eq` expands $q$ into its four terms. `adj` moves a matrix across the inner product, `norm_re` and `norm_nonneg'` handle norms, and `shifted_form` and `shifted_herm` give the form and Hermiticity of $K$.

`shifted_det_ne_zero` takes a null vector and contradicts the bound on $D$. In `complete_square`, `hz` is $Kz=B^\dagger u$, `h1` rewrites the two-component expectation value, and `h2` turns $\langle z,Kx\rangle$ into $\langle u,Bx\rangle$; `ring` collects the terms. `mismatch_variational` takes real parts to obtain the maximum.

`mismatch_slope` and `mismatch_convex` insert trial lower components as above. `existsUnique_energy` gets continuity from convexity and the zero from `intermediate_value_Icc'`. Hermiticity of `twoComp`, with `im_zero`, removes the imaginary part, and injectivity of $f$ gives uniqueness. Finally, `energy_isGreatest` sets $f(E)=0$ and divides by the positive number $1+\|y\|^2$.
